# Matrices that commute with all Pauli strings up to sign are multiples of one Pauli string

## Definitions and conventions

Let the qubits be labelled by a finite set $\iota$. A bit string is a function $a:\iota\to\{0,1\}$ with components $a_i$, and bit strings are added componentwise modulo 2, so that $a+x+x=a$. The computational basis states $|a\rangle$ are labelled by bit strings, and $M(a,b)=\langle a|M|b\rangle$ is the entry of a complex matrix $M$. The string $e_i$ has a single one at qubit $i$. The product $x\cdot z=\sum_i x_iz_i$ is an integer, not reduced modulo 2.

For bits $x,z$ the single-qubit matrix $\sigma(x,z)$ is $1,Z,X,Y$ for $(x,z)=(0,0),(0,1),(1,0),(1,1)$. For bit strings $x,z$ the Pauli string is the tensor product
$$P(x,z)(a,b)=\prod_i\sigma(x_i,z_i)(a_i,b_i).$$
In particular $X_i=P(e_i,0)$ and $Z_i=P(0,e_i)$.

## The claim

(A) If for every qubit $i$ there are complex numbers $s_i,s_i'$ with $MX_i=s_iX_iM$ and $MZ_i=s_i'Z_iM$, then $M=c\,P(x_0,z_0)$ for some complex $c$ and bit strings $x_0,z_0$.

(B) The relation $MP(x,z)=s\,P(x,z)M$ holds for every pair $(x,z)$, with a sign $s=\pm1$ that may depend on the pair, if and only if $M$ is a scalar multiple of one Pauli string.

(C) For unitary $U$, $UP(x,z)U^\dagger=\pm P(x,z)$ holds for every pair if and only if $U=c\,P(x_0,z_0)$ with $|c|=1$.

A Clifford gate permutes the labels $(x,z)$ under conjugation, and (C) identifies the gates whose permutation is trivial. In stabiliser simulation of exact unitary gates on finitely many qubits, these are the gates that change at most the signs of the tracked Pauli strings whichever strings are tracked. For the stabilisers of one particular state other gates can do the same: $\mathrm{diag}(1,\mathrm i)$ leaves the stabiliser $Z$ of $|0\rangle$ unchanged and is not a multiple of a Pauli string.

## Derivation

**Entries.** Going through the four matrices shows that $\sigma(x,z)(r,t)=\mathrm i^{xz}(-1)^{zt}$ if $r=t+x$ and zero otherwise. Multiplying over the qubits,
$$P(x,z)(a,b)=\begin{cases}\mathrm i^{x\cdot z}(-1)^{z\cdot b}&a=b+x,\\0&\text{otherwise.}\end{cases}$$
Each row and each column of $P(x,z)$ has one nonzero entry, so the sums in a matrix product collapse:
$$(MP(x,z))(a,b)=M(a,b+x)\,\mathrm i^{x\cdot z}(-1)^{z\cdot b},$$
$$(P(x,z)M)(a,b)=\mathrm i^{x\cdot z}(-1)^{z\cdot(a+x)}M(a+x,b).$$

**Commutation.** The entry $(a,b)$ of $P(x,z)P(x',z')$ vanishes unless $a=b+x+x'$, where it equals $\mathrm i^{x\cdot z}\mathrm i^{x'\cdot z'}(-1)^{z\cdot b}(-1)^{z'\cdot b}(-1)^{z\cdot x'}$. The opposite order gives the same with $(-1)^{z'\cdot x}$ as last factor. Since $(-1)^{z'\cdot x}$ squares to one,
$$P(x,z)P(x',z')=(-1)^{z\cdot x'}(-1)^{z'\cdot x}P(x',z')P(x,z).$$
Multiplying by a scalar gives the direction of (B) that starts from $M=cP$. The other direction is a special case of (A).

**The $Z_i$ relations.** If $M=0$, take $c=0$. Otherwise fix $M(a_0,b_0)\neq0$. The entry $(a,b)$ of $MZ_i=s_i'Z_iM$ reads $(-1)^{b_i}M(a,b)=s_i'(-1)^{a_i}M(a,b)$, so a nonzero entry gives $(-1)^{b_i}=s_i'(-1)^{a_i}$. Eliminating $s_i'$ between two nonzero entries $M(a,b)$ and $M(a',b')$ yields $(-1)^{b_i}(-1)^{a_i'}=(-1)^{b_i'}(-1)^{a_i}$, that is $a_i+b_i=a_i'+b_i'$ modulo 2. Hence every nonzero entry has $a+b=x_0$ with $x_0=a_0+b_0$.

**The $X_i$ relations.** The entry $(a,b)$ of $MX_i=s_iX_iM$ reads
$$M(a,b+e_i)=s_i\,M(a+e_i,b).$$
At $(a_0,b_0+e_i)$ this is $M(a_0,b_0)=s_iM(a_0+e_i,b_0+e_i)$, and at $(a_0+e_i,b_0)$ it is $M(a_0+e_i,b_0+e_i)=s_iM(a_0,b_0)$. Together they give $s_i^2=1$, so there is a bit string $z_0$ with $(-1)^{(z_0)_i}=s_i$. Put $m(b)=M(b+x_0,b)$. Then
$$m(b+e_i)=M(b+e_i+x_0,\,b+e_i)=s_i\,M(b+x_0,b)=s_i\,m(b).$$
Any string $t$ is a sum of one-bit strings, so $m(b+t)=(-1)^{z_0\cdot t}m(b)$, and in particular $m(b)=(-1)^{z_0\cdot b}m(0)$. Comparison with the entry formula gives $M=c\,P(x_0,z_0)$ with $c=m(0)\,\mathrm i^{-x_0\cdot z_0}$. This is (A).

**Unitary case.** Multiplying $UPU^\dagger=sP$ on the right by $U$ gives $UP=sPU$, so $U=cP(x_0,z_0)$ by (B). The column $b=0$ of $U$ has norm one and a single entry that can be nonzero, at $a=x_0$, of modulus $|c|$. Hence $|c|=1$. Conversely, $UP=sPU$ multiplied on the right by $U^\dagger$ gives $UPU^\dagger=sP$.

## Formal development

### Objects

In Lean 4 with Mathlib:

```lean
import Mathlib

open Matrix

namespace PauliKernel

noncomputable section
```

Bit strings are functions into `Fin 2`, whose addition is modulo 2. Matrices are indexed by the strings themselves, so no ordering of the qubits or of the $2^{|\iota|}$ basis states is chosen.

```lean
/-- Bit strings on the qubits `ι`: labels of basis states and of the X and Z parts of a string. -/
abbrev Bits (ι : Type*) := ι → Fin 2
```

The table `sigma` is indexed first by the X bit and then by the Z bit, with $Y(0,1)=-\mathrm i$ and $Y(1,0)=\mathrm i$.

```lean
/-- The single-qubit Pauli matrix with X bit `x` and Z bit `z`: `1, Z, X, Y` for
`(0,0), (0,1), (1,0), (1,1)`. -/
def sigma (x z : Fin 2) : Matrix (Fin 2) (Fin 2) ℂ :=
  (![![!![1, 0; 0, 1], !![1, 0; 0, -1]], ![!![0, 1; 1, 0], !![0, -Complex.I; Complex.I, 0]]] :
    Fin 2 → Fin 2 → Matrix (Fin 2) (Fin 2) ℂ) x z
```

The identity $a+x+x=a$ is checked on each qubit by `decide` over the four pairs of bits.

```lean
/-- Flipping the same bits twice restores a bit string. -/
theorem flip_flip {ι : Type*} (a x : Bits ι) : a + x + x = a := by
  funext i
  have h : ∀ p q : Fin 2, p + q + q = p := by decide
  exact h (a i) (x i)
```

The tensor product is defined through its entries. No group phase is attached: `pauli x z` is the bare product of the matrices $1,X,Y,Z$.

```lean
variable {ι : Type*} [Fintype ι] [DecidableEq ι]

/-- The Pauli string `P(x,z)`, the tensor product of the matrices `σ(x i, z i)`. -/
def pauli (x z : Bits ι) : Matrix (Bits ι) (Bits ι) ℂ :=
  Matrix.of fun a b => ∏ i, sigma (x i) (z i) (a i) (b i)
```

The sign $(-1)^{z\cdot b}$ and the phase $\mathrm i^{x\cdot z}$ are products over qubits. The exponents use `.val`, the bits as natural numbers, so two factors $Y$ contribute $\mathrm i^2=-1$, as the integer convention for $x\cdot z$ requires.

```lean
/-- The sign `(-1)^(z·b)`. -/
def chi (z b : Bits ι) : ℂ := ∏ i, (-1 : ℂ) ^ ((z i).val * (b i).val)

/-- The phase `i^(x·z)`, one factor `i` for each qubit with both bits set. -/
def phase (x z : Bits ι) : ℂ := ∏ i, Complex.I ^ ((x i).val * (z i).val)
```

The string $e_i$ is `unitBit i`.

```lean
/-- The bit string with a single one at qubit `i`. -/
def unitBit (i : ι) : Bits ι := Pi.single i 1
```

### Entry formulas and commutation

Four properties of the sign are collected in `chi_facts`. Multiplicativity in the second argument reduces to the eight cases of `h` on one qubit; for the one-bit string all factors but the one at $i$ equal one.

```lean
/-- The sign `(-1)^(z·b)` is multiplicative in `b`, squares to one, is symmetric, and equals
`(-1)^(b i)` for the one-bit string at `i`. -/
theorem chi_facts (z a b : Bits ι) : chi z (a + b) = chi z a * chi z b ∧
    chi z a * chi z a = 1 ∧ chi z a = chi a z ∧
    ∀ i, chi (unitBit i) a = (-1 : ℂ) ^ (a i).val := by
  have two : ∀ t : Fin 2, t = 0 ∨ t = 1 := by decide
  have h : ∀ r p q : Fin 2, (-1 : ℂ) ^ (r.val * (p + q).val) =
      (-1) ^ (r.val * p.val) * (-1) ^ (r.val * q.val) := by
    intro r p q
    rcases two r with rfl | rfl <;> rcases two p with rfl | rfl <;>
      rcases two q with rfl | rfl <;> simp
  refine ⟨?_, ?_, ?_, fun i => ?_⟩
  · simp only [chi, ← Finset.prod_mul_distrib]
    exact Finset.prod_congr rfl fun i _ => h (z i) (a i) (b i)
  · simp only [chi, ← Finset.prod_mul_distrib]
    exact Finset.prod_eq_one fun i _ => by rw [← mul_pow]; simp
  · exact Finset.prod_congr rfl fun i _ => by rw [mul_comm]
  · rw [chi, Finset.prod_eq_single i]
    · simp [unitBit]
    · intro j _ hj
      simp [unitBit, Pi.single_eq_of_ne hj]
    · simp
```

In `pauli_apply` the sixteen cases of `hs` give the single-qubit formula. If $a=b+x$ the product splits into phase and sign. Otherwise some qubit has $a_i\neq b_i+x_i$, and its factor is zero.

```lean
omit [DecidableEq ι] in
/-- The entry `⟨a|P(x,z)|b⟩` is `i^(x·z) (-1)^(z·b)` if `a = b + x` and zero otherwise. -/
theorem pauli_apply (x z a b : Bits ι) :
    pauli x z a b = if a = b + x then phase x z * chi z b else 0 := by
  have two : ∀ t : Fin 2, t = 0 ∨ t = 1 := by decide
  have hs : ∀ p q r t : Fin 2, sigma p q r t = if r = t + p then
      Complex.I ^ (p.val * q.val) * (-1 : ℂ) ^ (q.val * t.val) else 0 := by
    intro p q r t
    rcases two p with rfl | rfl <;> rcases two q with rfl | rfl <;>
      rcases two r with rfl | rfl <;> rcases two t with rfl | rfl <;> simp [sigma]
  simp only [pauli, Matrix.of_apply, hs]
  by_cases h : a = b + x
  · subst h
    simp [phase, chi, Finset.prod_mul_distrib]
  · obtain ⟨i, hi⟩ := Function.ne_iff.mp h
    rw [if_neg h]
    exact Finset.prod_eq_zero (Finset.mem_univ i) (if_neg hi)
```

The two product formulas follow by keeping the one surviving term of each sum, at index $b+x$ for $MP$ and $a+x$ for $PM$.

```lean
/-- Entries of `M P(x,z)` and `P(x,z) M`: the column or row index of `M` is shifted by `x`
and the entry is multiplied by a phase and a sign. -/
theorem mul_pauli_entries (M : Matrix (Bits ι) (Bits ι) ℂ) (x z a b : Bits ι) :
    (M * pauli x z) a b = M a (b + x) * (phase x z * chi z b) ∧
    (pauli x z * M) a b = phase x z * chi z (a + x) * M (a + x) b := by
  constructor
  · simp [Matrix.mul_apply, pauli_apply]
  · rw [Matrix.mul_apply, Finset.sum_eq_single (a + x)]
    · rw [pauli_apply, if_pos (flip_flip a x).symm]
    · intro c _ hc
      rw [pauli_apply, if_neg, zero_mul]
      intro h
      apply hc
      rw [h, flip_flip]
    · simp
```

In `pauli_comm` both products are expanded entrywise, `add_right_comm` aligns the conditions $a=b+x+x'$ and $a=b+x'+x$, and `linear_combination` uses that `chi z' x` squares to one.

```lean
/-- Two Pauli strings commute up to the symplectic sign `(-1)^(z·x') (-1)^(z'·x)`. -/
theorem pauli_comm (x z x' z' : Bits ι) :
    pauli x z * pauli x' z' = (chi z x' * chi z' x) • (pauli x' z' * pauli x z) := by
  ext a b
  rw [Matrix.smul_apply, (mul_pauli_entries _ x' z' a b).1, (mul_pauli_entries _ x z a b).1,
    pauli_apply, pauli_apply, add_right_comm b x x', (chi_facts z b x').1,
    (chi_facts z' b x).1, smul_eq_mul]
  split_ifs
  · linear_combination (-(phase x z * chi z b * chi z x' * phase x' z' * chi z' b)) *
      (chi_facts z' x x).2.1
  · simp
```

### The forward direction

In `support_single_shift` the factor $s_i'$ is the local `s`. The step `key` cancels a nonzero entry, the final `linear_combination` eliminates the factor between two entries, and `par` converts the equality of signs into an equality of bits.

```lean
/-- If `M Z_i` is proportional to `Z_i M` for every qubit `i`, any two nonzero entries
`⟨a|M|b⟩` and `⟨a'|M|b'⟩` have the same bit shift `a + b = a' + b'`. -/
theorem support_single_shift (M : Matrix (Bits ι) (Bits ι) ℂ)
    (hZ : ∀ i, ∃ s : ℂ, M * pauli 0 (unitBit i) = s • (pauli 0 (unitBit i) * M))
    {a b a' b' : Bits ι} (h : M a b ≠ 0) (h' : M a' b' ≠ 0) : a + b = a' + b' := by
  funext i
  obtain ⟨s, hs⟩ := hZ i
  have hp : phase (0 : Bits ι) (unitBit i) = 1 := by simp [phase]
  -- every nonzero entry fixes the factor s
  have key : ∀ a b, M a b ≠ 0 → (-1 : ℂ) ^ (b i).val = s * (-1) ^ (a i).val := by
    intro a b hab
    have e := congrFun (congrFun hs a) b
    rw [(mul_pauli_entries M _ _ a b).1, Matrix.smul_apply,
      (mul_pauli_entries M _ _ a b).2] at e
    simp only [add_zero, hp, one_mul, smul_eq_mul] at e
    rw [(chi_facts a a a).2.2.2, (chi_facts b b b).2.2.2] at e
    apply mul_left_cancel₀ hab
    linear_combination e
  have two : ∀ t : Fin 2, t = 0 ∨ t = 1 := by decide
  have par : ∀ p q p' q' : Fin 2,
      (-1 : ℂ) ^ q.val * (-1) ^ p'.val = (-1) ^ q'.val * (-1) ^ p.val → p + q = p' + q' := by
    intro p q p' q' e
    rcases two p with rfl | rfl <;> rcases two q with rfl | rfl <;>
      rcases two p' with rfl | rfl <;> rcases two q' with rfl | rfl <;>
      first | decide | (exfalso; norm_num at e)
  refine par (a i) (b i) (a' i) (b' i) ?_
  linear_combination (-1 : ℂ) ^ (a' i).val * key a b h - (-1 : ℂ) ^ (a i).val * key a' b' h'
```

Statement (A) is `eq_smul_pauli_of_generators`. The matrix `M` is arbitrary: it is not assumed unitary, invertible or nonzero. The hypotheses `hX` and `hZ` supply one complex factor per qubit and generator, with no condition on its value. In the proof, `step` is the $X_i$ relation on entries, `sgn` derives $s_i=\pm1$ from `e1` and `e2`, and `hz` chooses $z_0$. The step `diag` writes $t$ as a sum of strings supported on one qubit and applies `Finset.sum_induction`: the property $m(b+t)=(-1)^{z_0\cdot t}m(b)$ for all $b$ is closed under sums, holds for $t=0$, and holds for each summand, which is $0$ or $e_i$. The scalar `m 0 * (phase x0 z0)⁻¹` is $c$, and entries off the shifted diagonal vanish by `support_single_shift`.

```lean
/-- If `M` commutes with every single-qubit `X_i` and `Z_i` up to complex factors, then `M`
is a scalar multiple of one Pauli string. -/
theorem eq_smul_pauli_of_generators (M : Matrix (Bits ι) (Bits ι) ℂ)
    (hX : ∀ i, ∃ s : ℂ, M * pauli (unitBit i) 0 = s • (pauli (unitBit i) 0 * M))
    (hZ : ∀ i, ∃ s : ℂ, M * pauli 0 (unitBit i) = s • (pauli 0 (unitBit i) * M)) :
    ∃ (c : ℂ) (x z : Bits ι), M = c • pauli x z := by
  by_cases hM : ∀ a b, M a b = 0
  · exact ⟨0, 0, 0, by ext a b; simp [hM]⟩
  obtain ⟨a0, ha0⟩ := not_forall.mp hM
  obtain ⟨b0, h0⟩ := not_forall.mp ha0
  choose s hs using hX
  have step : ∀ i a b, M a (b + unitBit i) = s i * M (a + unitBit i) b := by
    intro i a b
    have e := congrFun (congrFun (hs i) a) b
    rw [(mul_pauli_entries M _ _ a b).1, Matrix.smul_apply,
      (mul_pauli_entries M _ _ a b).2] at e
    simpa [phase, chi] using e
  -- flipping a bit twice forces s i = ±1
  have sgn : ∀ i, s i = 1 ∨ s i = -1 := by
    intro i
    have e1 := step i a0 (b0 + unitBit i)
    have e2 := step i (a0 + unitBit i) b0
    rw [flip_flip] at e1 e2
    refine mul_self_eq_one_iff.mp (mul_right_cancel₀ h0 ?_)
    linear_combination -e1 - s i * e2
  obtain ⟨z0, hz⟩ : ∃ z0 : Bits ι, ∀ i, (-1 : ℂ) ^ (z0 i).val = s i := by
    refine ⟨fun i => if s i = 1 then 0 else 1, fun i => ?_⟩
    by_cases h : s i = 1
    · simp [h]
    · simpa [h] using ((sgn i).resolve_left h).symm
  obtain ⟨x0, hx0⟩ : ∃ x0, x0 = a0 + b0 := ⟨_, rfl⟩
  obtain ⟨m, hm⟩ : ∃ m : Bits ι → ℂ, ∀ b, m b = M (b + x0) b := ⟨_, fun _ => rfl⟩
  -- along the shifted diagonal the entries carry the sign (-1)^(z0·t)
  have diag : ∀ t b : Bits ι, m (b + t) = chi z0 t * m b := by
    intro t
    rw [← Finset.univ_sum_single t]
    refine Finset.sum_induction _
      (fun t : Bits ι => ∀ b : Bits ι, m (b + t) = chi z0 t * m b) ?_ ?_ ?_
    · intro u v hu hv b
      show m (b + (u + v)) = chi z0 (u + v) * m b
      rw [← add_assoc, hv (b + u), hu b, (chi_facts z0 u v).1]
      ring
    · intro b
      simp [chi]
    · intro i _ b
      show m (b + (Pi.single i (t i) : Bits ι)) = chi z0 (Pi.single i (t i) : Bits ι) * m b
      have two : ∀ r : Fin 2, r = 0 ∨ r = 1 := by decide
      rcases two (t i) with h | h <;> rw [h]
      · simp [chi]
      · show m (b + unitBit i) = chi z0 (unitBit i) * m b
        rw [(chi_facts z0 (unitBit i) b).2.2.1, (chi_facts z0 z0 z0).2.2.2, hz, hm, hm,
          step i _ b, add_right_comm b (unitBit i) x0, flip_flip]
  have hp : phase x0 z0 ≠ 0 :=
    Finset.prod_ne_zero_iff.mpr fun i _ => pow_ne_zero _ Complex.I_ne_zero
  refine ⟨m 0 * (phase x0 z0)⁻¹, x0, z0, ?_⟩
  ext a b
  rw [Matrix.smul_apply, pauli_apply, smul_eq_mul]
  by_cases h : a = b + x0
  · have e := diag b 0
    rw [zero_add] at e
    rw [if_pos h, h, ← hm, e]
    field_simp
  · rw [if_neg h, mul_zero]
    by_contra hne
    apply h
    calc a = a + b + b := (flip_flip a b).symm
      _ = x0 + b := by rw [support_single_shift M hZ hne h0, hx0]
      _ = b + x0 := add_comm _ _
```

### The equivalences

Statement (B) is `sign_commute_iff`. The sign is quantified inside, once per pair `x z`, so no relation among the signs of different strings is assumed. The forward direction discards the condition $s=\pm1$ and uses only the generators. The converse exhibits the sign `chi z' x * chi z x'` for $M=cP(x',z')$.

```lean
/-- A matrix commutes with every Pauli string up to a sign `±1` if and only if it is a scalar
multiple of one Pauli string. -/
theorem sign_commute_iff (M : Matrix (Bits ι) (Bits ι) ℂ) :
    (∀ x z, ∃ s : ℂ, (s = 1 ∨ s = -1) ∧ M * pauli x z = s • (pauli x z * M)) ↔
      ∃ (c : ℂ) (x z : Bits ι), M = c • pauli x z := by
  constructor
  · intro h
    exact eq_smul_pauli_of_generators M (fun i => (h _ _).imp fun _ e => e.2)
      (fun i => (h _ _).imp fun _ e => e.2)
  · rintro ⟨c, x', z', rfl⟩ x z
    refine ⟨chi z' x * chi z x', mul_self_eq_one_iff.mp ?_, ?_⟩
    · linear_combination (chi z x' * chi z x') * (chi_facts z' x x).2.1 + (chi_facts z x' x).2.1
    · rw [Matrix.smul_mul, Matrix.mul_smul, pauli_comm x' z' x z]
      exact smul_comm _ _ _
```

Statement (C) is `unitary_kernel_iff`. Unitarity enters as `hU : Uᴴ * U = 1`, and the other order `hU'` follows because the matrices are square and finite. The facts `h0`, `h1` and `hn` are the column argument: the squared norm of column $0$ is one, only the row `x` contributes, and its modulus is $|c|$. The phase $c$ ranges over the whole unit circle and is not confined to $\pm1,\pm\mathrm i$.

```lean
/-- Conjugation by a unitary `U` fixes every Pauli string up to a sign if and only if `U` is
a phase times one Pauli string. -/
theorem unitary_kernel_iff (U : Matrix (Bits ι) (Bits ι) ℂ) (hU : Uᴴ * U = 1) :
    (∀ x z, ∃ s : ℂ, (s = 1 ∨ s = -1) ∧ U * pauli x z * Uᴴ = s • pauli x z) ↔
      ∃ (c : ℂ) (x z : Bits ι), ‖c‖ = 1 ∧ U = c • pauli x z := by
  have hU' : U * Uᴴ = 1 := mul_eq_one_comm.mp hU
  constructor
  · intro H
    obtain ⟨c, x, z, h⟩ := (sign_commute_iff U).mp fun x z => by
      obtain ⟨s, hs, e⟩ := H x z
      refine ⟨s, hs, ?_⟩
      calc U * pauli x z = U * pauli x z * Uᴴ * U := by
            rw [mul_assoc (U * pauli x z), hU, mul_one]
        _ = s • (pauli x z * U) := by rw [e, smul_mul_assoc]
    refine ⟨c, x, z, ?_, h⟩
    -- the column of U at b = 0 has unit norm and a single nonzero entry
    have h0 : ∑ a, star (U a 0) * U a 0 = 1 := by
      have e := congrFun (congrFun hU 0) 0
      rw [Matrix.mul_apply] at e
      simpa using e
    have h1 : ∑ a, star (U a 0) * U a 0 = star (U x 0) * U x 0 :=
      Finset.sum_eq_single x (fun a _ ha => by simp [h, pauli_apply, ha]) (by simp)
    have hn : ‖U x 0‖ = ‖c‖ := by simp [h, pauli_apply, phase, chi, norm_prod]
    have e := congrArg norm (h1.symm.trans h0)
    rw [norm_mul, norm_star, hn, norm_one] at e
    rcases mul_self_eq_one_iff.mp e with e | e
    · exact e
    · linarith [norm_nonneg c]
  · rintro ⟨c, x', z', -, h⟩ x z
    obtain ⟨s, hs, e⟩ := (sign_commute_iff U).mpr ⟨c, x', z', h⟩ x z
    exact ⟨s, hs, by rw [e, smul_mul_assoc, mul_assoc, hU', mul_one]⟩
```

All three statements hold for any finite $\iota$. For an empty $\iota$ the matrices are $1\times1$, the only Pauli string is the number $1$, and (C) says that $U$ is a phase. The word kernel refers to the condition on the left of (C), which is written out directly: the Clifford group, the symplectic group over the two-element field and the homomorphism between them are not defined in the code, and nothing is stated about which symplectic maps arise from gates. The conclusions give the existence of $c$, $x_0$, $z_0$; their uniqueness for $M\neq0$ is not part of the statements.

### A two-qubit example

The string $X\otimes Y$ has $x=(1,1)$ and $z=(0,1)$. Its entry at $a=(1,1)$, $b=(0,0)$ is $\mathrm i$, so it is nonzero, and it satisfies the left side of (B) by the converse direction with $c=1$. Against $Z\otimes1$, with $x'=(0,0)$ and $z'=(1,0)$, one has $z\cdot x'=0$ and $z'\cdot x=1$, so the sign $-1$ does occur.

```lean
/-- The two-qubit string `X ⊗ Y` is nonzero, commutes with every Pauli string up to a sign,
and anticommutes with `Z ⊗ 1`. -/
theorem sign_commute_witness :
    pauli (ι := Fin 2) ![1, 1] ![0, 1] ≠ 0 ∧
    (∀ x z, ∃ s : ℂ, (s = 1 ∨ s = -1) ∧ pauli (ι := Fin 2) ![1, 1] ![0, 1] * pauli x z =
      s • (pauli x z * pauli (ι := Fin 2) ![1, 1] ![0, 1])) ∧
    pauli (ι := Fin 2) ![1, 1] ![0, 1] * pauli (ι := Fin 2) ![0, 0] ![1, 0] =
      -(pauli (ι := Fin 2) ![0, 0] ![1, 0] * pauli (ι := Fin 2) ![1, 1] ![0, 1]) := by
  refine ⟨fun h => ?_, (sign_commute_iff _).mpr ⟨1, _, _, (one_smul _ _).symm⟩, ?_⟩
  · have e := congrFun (congrFun h ![1, 1]) 0
    simp [pauli_apply, phase, chi, Fin.prod_univ_two] at e
  · rw [pauli_comm (ι := Fin 2) ![1, 1] ![0, 1] ![0, 0] ![1, 0]]
    simp [chi, Fin.prod_univ_two]

end

end PauliKernel
```

```lean
#print axioms PauliKernel.sign_commute_iff
-- 'PauliKernel.sign_commute_iff' depends on axioms: [propext, Classical.choice, Quot.sound]
#print axioms PauliKernel.unitary_kernel_iff
-- 'PauliKernel.unitary_kernel_iff' depends on axioms: [propext, Classical.choice, Quot.sound]
```
